# Gaussian phonon overlaps keep the levels of a finite Hermitian hopping matrix inside its bare band

An electron shared by two equivalent molecules, 0 and 1, with hopping −t has the levels −t and t. Suppose that it distorts the lattice around whichever molecule it occupies. If the lattice is restricted to the distorted phonon ground state that belongs to the occupied molecule, the hopping is multiplied by the overlap S of the two ground states, with 0 < S ≤ 1. Measured from the site energy, which now includes the energy of the lattice relaxation, the levels become −tS and tS, and the first of them can be written

−tS = ((1 + S)/2)·(−t) + ((1 − S)/2)·t.

The dressed level is an average of the bare levels with non-negative weights. The same holds for any finite number of sites and any Hermitian hopping matrix, and it confines the dressed levels to the range of the bare ones, provided that both are reckoned with the same site energies.

## Sites, distortions and dressed hopping

The sites form a finite set, called `n` in the code (a type, not a number). The distortion that accompanies the carrier on site i is a vector g_i in a real inner-product space `E`, with one component per phonon mode. Each component is a displacement in units of twice the root-mean-square zero-point amplitude. Here g is thus a displacement, not a coupling constant.

In Lean 4 with Mathlib:

```lean
import Mathlib

open Matrix Filter Topology
open scoped InnerProductSpace

namespace PolaronBandNarrowing

noncomputable section

variable {n E : Type*} [NormedAddCommGroup E]
```

In these units, and with phonon modes and frequencies that are the same whichever site is occupied, two displaced oscillator ground states have the overlap

S_ij = exp(−‖g_i − g_j‖²/2).

The displacements are real, so the overlaps carry no phases.

```lean
/-- The phonon overlap `exp(-‖g i - g j‖² / 2)` between the lattice distortions that
accompany the carrier on sites `i` and `j`. -/
def overlap (g : n → E) (i j : n) : ℝ := Real.exp (-‖g i - g j‖ ^ 2 / 2)
```

The dressed matrix has the entries T_ij S_ij. Its diagonal is that of T, because S_ii = 1. Lattice relaxation energies, if they are to be counted, belong in the diagonal of T; a uniform one shifts the bare and dressed levels together. The bare levels are then those of T with these energies included. Compared with the band of the undistorted lattice, a polaron level can lie below the whole band.

The step from this matrix to a real crystal is the projection of the coupled electron–phonon Hamiltonian onto the displaced phonon ground states. It is assumed here, with a hopping that does not depend on the lattice displacements. Within that approximation, for one carrier on a finite cluster, the result bounds the levels of small-polaron models.

```lean
/-- The polaron hopping matrix: each bare matrix element is multiplied by the phonon overlap
of its two sites. -/
def dressedHopping (T : Matrix n n ℂ) (g : n → E) : Matrix n n ℂ :=
  Matrix.of fun i j => T i j * (overlap g i j : ℂ)
```

Since ‖g_i − g_j‖ = ‖g_j − g_i‖, the overlap is symmetric.

```lean
/-- The phonon overlap is symmetric in the two sites. -/
theorem overlap_comm (g : n → E) (i j : n) : overlap g i j = overlap g j i := by
  rw [overlap, overlap, norm_sub_rev]
```

## Why the overlap form is non-negative

Write G_ij for the inner product of g_i and g_j. In an orthonormal basis b_k of the span of the displacements, with v_ik the component of g_i along b_k,

G_ij = Σ_k v_ik v_jk.

For c ≥ 0 and real amplitudes y_i, define

Q_m(y) = Σ_ij y_i y_j (1 + c G_ij)^m.

Then Q_0(y) = (Σ_i y_i)² ≥ 0. Splitting off one factor gives

Q_{m+1}(y) = Q_m(y) + c Σ_k Q_m(y^(k)), where y^(k)_i = y_i v_ik.

Every term on the right is non-negative by induction. The amplitudes change from one step to the next, so the induction is run for all y at once (`generalizing y`). In the code of this proof, `S` is the span and not the overlap, `hG` is the basis expansion and `hs` collects the sum over k.

```lean
variable [InnerProductSpace ℝ E] [Fintype n]

/-- For `c ≥ 0`, every entrywise natural-number power of the kernel `1 + c ⟪g i, g j⟫` has a
non-negative quadratic form. -/
theorem gram_pow_nonneg (g : n → E) {c : ℝ} (hc : 0 ≤ c) (m : ℕ) (y : n → ℝ) :
    0 ≤ ∑ i, ∑ j, y i * y j * (1 + c * ⟪g i, g j⟫_ℝ) ^ m := by
  -- coordinates of the displacements in an orthonormal basis of their span
  let S := Submodule.span ℝ (Set.range g)
  have : FiniteDimensional ℝ S := FiniteDimensional.span_of_finite ℝ (Set.finite_range g)
  let b := stdOrthonormalBasis ℝ S
  let v : n → S := fun i => ⟨g i, Submodule.subset_span ⟨i, rfl⟩⟩
  have hG : ∀ i j, ⟪g i, g j⟫_ℝ = ∑ k, ⟪b k, v i⟫_ℝ * ⟪b k, v j⟫_ℝ := by
    intro i j
    calc ⟪g i, g j⟫_ℝ = ⟪v i, v j⟫_ℝ := rfl
      _ = _ := by
        rw [← b.sum_inner_mul_inner (v i) (v j)]
        exact Finset.sum_congr rfl fun k _ => by rw [real_inner_comm (v i) (b k)]
  induction m generalizing y with
  | zero =>
    have h : ∑ i, ∑ j, y i * y j * (1 + c * ⟪g i, g j⟫_ℝ) ^ 0 = (∑ i, y i) ^ 2 := by
      simp only [pow_zero, mul_one, sq, Finset.sum_mul_sum]
    rw [h]
    positivity
  | succ m ih =>
    -- one more factor splits into forms of the previous power
    have hs : ∑ k, ∑ i, ∑ j, (y i * ⟪b k, v i⟫_ℝ) * (y j * ⟪b k, v j⟫_ℝ)
          * (1 + c * ⟪g i, g j⟫_ℝ) ^ m
        = ∑ i, ∑ j, y i * y j * ⟪g i, g j⟫_ℝ * (1 + c * ⟪g i, g j⟫_ℝ) ^ m := by
      rw [Finset.sum_comm]
      refine Finset.sum_congr rfl fun i _ => ?_
      rw [Finset.sum_comm]
      refine Finset.sum_congr rfl fun j _ => ?_
      calc _ = y i * y j * (∑ k, ⟪b k, v i⟫_ℝ * ⟪b k, v j⟫_ℝ)
            * (1 + c * ⟪g i, g j⟫_ℝ) ^ m := by
            rw [Finset.mul_sum, Finset.sum_mul]
            exact Finset.sum_congr rfl fun k _ => by ring
        _ = _ := by rw [← hG i j]
    have h0 := add_nonneg (ih y) (mul_nonneg hc (Finset.sum_nonneg (s := Finset.univ)
      fun k _ => ih (fun i => y i * ⟪b k, v i⟫_ℝ)))
    rw [hs, Finset.mul_sum, ← Finset.sum_add_distrib] at h0
    refine h0.trans_eq (Finset.sum_congr rfl fun i _ => ?_)
    rw [Finset.mul_sum, ← Finset.sum_add_distrib]
    exact Finset.sum_congr rfl fun j _ => by ring
```

Put c = 1/m and let m → ∞. Since (1 + G_ij/m)^m → exp(G_ij), the limiting form is non-negative too; this is `hlim`. Expanding the square in the Gaussian gives

S_ij = exp(−‖g_i‖²/2) · exp(−‖g_j‖²/2) · exp(G_ij),

and the first two factors are absorbed into the amplitudes.

```lean
/-- The matrix of phonon overlaps has a non-negative quadratic form. -/
theorem overlap_form_nonneg (g : n → E) (y : n → ℝ) :
    0 ≤ ∑ i, ∑ j, y i * y j * overlap g i j := by
  -- entry by entry, the exponential of `G i j` is the limit of `(1 + G i j / m) ^ m`
  have hlim : ∀ z : n → ℝ, 0 ≤ ∑ i, ∑ j, z i * z j * Real.exp ⟪g i, g j⟫_ℝ := by
    intro z
    refine ge_of_tendsto' (tendsto_finsetSum _ fun i _ => tendsto_finsetSum _ fun j _ =>
      (Real.tendsto_one_add_div_pow_exp ⟪g i, g j⟫_ℝ).const_mul (z i * z j)) fun m => ?_
    have h := gram_pow_nonneg g (c := (m : ℝ)⁻¹) (by positivity) m z
    simpa only [div_eq_inv_mul] using h
  refine (hlim fun i => y i * Real.exp (-‖g i‖ ^ 2 / 2)).trans_eq
    (Finset.sum_congr rfl fun i _ => Finset.sum_congr rfl fun j _ => ?_)
  have e : overlap g i j = Real.exp (-‖g i‖ ^ 2 / 2) * Real.exp (-‖g j‖ ^ 2 / 2)
      * Real.exp ⟪g i, g j⟫_ℝ := by
    rw [overlap, ← Real.exp_add, ← Real.exp_add, norm_sub_sq_real]
    congr 1
    ring
  simp only [e]
  ring
```

For complex amplitudes z_i = a_i + i b_i, with a_i and b_i real,

conj(z_i) z_j = a_i a_j + b_i b_j + i (a_i b_j − b_i a_j).

The real part gives two forms of the kind just treated. The imaginary part is antisymmetric in the two sites and cancels against the symmetric S_ij, which is `hsym`.

```lean
/-- For complex amplitudes too, the quadratic form of the phonon overlaps is real and
non-negative. -/
theorem overlap_form_complex (g : n → E) (z : n → ℂ) :
    ∃ w : ℝ, 0 ≤ w ∧ ∑ i, ∑ j, star (z i) * z j * (overlap g i j : ℂ) = (w : ℂ) := by
  refine ⟨_, add_nonneg (overlap_form_nonneg g fun i => (z i).re)
    (overlap_form_nonneg g fun i => (z i).im), ?_⟩
  apply Complex.ext
  · simp only [Complex.re_sum, Complex.ofReal_re, ← Finset.sum_add_distrib]
    refine Finset.sum_congr rfl fun i _ => Finset.sum_congr rfl fun j _ => ?_
    simp only [Complex.star_def, Complex.mul_re, Complex.mul_im, Complex.conj_re,
      Complex.conj_im, Complex.ofReal_re, Complex.ofReal_im]
    ring
  · -- the imaginary part cancels by symmetry of the overlap
    have hsym : ∑ i, ∑ j, (z i).re * (z j).im * overlap g i j
        = ∑ i, ∑ j, (z i).im * (z j).re * overlap g i j := by
      rw [Finset.sum_comm]
      refine Finset.sum_congr rfl fun i _ => Finset.sum_congr rfl fun j _ => ?_
      rw [overlap_comm g j i]
      ring
    rw [Complex.ofReal_im, ← sub_eq_zero.mpr hsym]
    simp only [Complex.im_sum, ← Finset.sum_sub_distrib]
    refine Finset.sum_congr rfl fun i _ => Finset.sum_congr rfl fun j _ => ?_
    simp only [Complex.star_def, Complex.mul_re, Complex.mul_im, Complex.conj_re,
      Complex.conj_im, Complex.ofReal_re, Complex.ofReal_im]
    ring
```

## Dressed levels as averages of bare levels

Let ε_k be the eigenvalues of T, and let the columns of the unitary matrix U be its eigenvectors. Then

T_ij = Σ_k ε_k U_ik conj(U_jk).

The code collects the eigenvector equations into TU = U diag(ε), as `hTU`, and multiplies by U† from the right.

```lean
/-- A Hermitian hopping matrix is resolved into its eigenvalues and the columns of a
unitary matrix. -/
theorem bare_band_resolution [DecidableEq n] {T : Matrix n n ℂ} (hT : T.IsHermitian) :
    ∃ U : Matrix n n ℂ, U * star U = 1 ∧
      ∀ i j, T i j = ∑ k, (hT.eigenvalues k : ℂ) * (U i k * star (U j k)) := by
  have hU : (hT.eigenvectorUnitary : Matrix n n ℂ)
      * star (hT.eigenvectorUnitary : Matrix n n ℂ) = 1 :=
    Matrix.mem_unitaryGroup_iff.mp hT.eigenvectorUnitary.2
  have hval : ∀ a k, (hT.eigenvectorUnitary : Matrix n n ℂ) a k
      = (hT.eigenvectorBasis k).ofLp a := fun a k => hT.eigenvectorUnitary_apply a k
  have hTU : T * (hT.eigenvectorUnitary : Matrix n n ℂ)
      = (hT.eigenvectorUnitary : Matrix n n ℂ)
        * diagonal (fun k => (hT.eigenvalues k : ℂ)) := by
    ext a k
    have h := congrFun (hT.mulVec_eigenvectorBasis k) a
    simp only [mulVec, dotProduct, Pi.smul_apply, Complex.real_smul] at h
    rw [mul_diagonal, Matrix.mul_apply]
    simp only [hval]
    exact h.trans (mul_comm _ _)
  have hfac : T = (hT.eigenvectorUnitary : Matrix n n ℂ)
      * diagonal (fun k => (hT.eigenvalues k : ℂ))
      * star (hT.eigenvectorUnitary : Matrix n n ℂ) := by
    rw [← hTU, Matrix.mul_assoc, hU, Matrix.mul_one]
  refine ⟨hT.eigenvectorUnitary, hU, fun i j => ?_⟩
  have h : T i j = ((hT.eigenvectorUnitary : Matrix n n ℂ)
      * diagonal (fun k => (hT.eigenvalues k : ℂ))
      * star (hT.eigenvectorUnitary : Matrix n n ℂ)) i j :=
    congrArg (fun M : Matrix n n ℂ => M i j) hfac
  rw [h, Matrix.mul_apply]
  exact Finset.sum_congr rfl fun k _ => by rw [mul_diagonal, Matrix.star_apply]; ring
```

Now let x ≠ 0 satisfy Σ_j T_ij S_ij x_j = μ x_i, where μ is an energy level, not a chemical potential. For each bare level k, set

w_k = Σ_ij conj(z_i) z_j S_ij, with z_i = conj(U_ik) x_i.

Each w_k is real and non-negative. For any coefficients c_k, exchanging the sums gives

Σ_k c_k w_k = Σ_ij conj(x_i) (Σ_k c_k U_ik conj(U_jk)) x_j S_ij.

This is `hswap`, and it is used twice. With c_k = 1 the bracket is δ_ij, and S_ii = 1 leaves Σ_k w_k = N, where N = Σ_i |x_i|². With c_k = ε_k the bracket is T_ij, and the eigenvalue equation gives Σ_k ε_k w_k = μN. The normalised weights p_k = w_k/N therefore satisfy

p_k ≥ 0, Σ_k p_k = 1, μ = Σ_k p_k ε_k.

In the theorem, `hT` says that T is Hermitian, `hx` and `h` say that x is an eigenvector, and `hT.eigenvalues` lists the ε_k with multiplicity. The number μ enters as complex; that it is real is part of the conclusion.

```lean
/-- Every eigenvalue of the dressed hopping matrix of a Hermitian `T` is a weighted average of
the eigenvalues of `T`, with non-negative weights that sum to one. -/
theorem polaron_level_is_average [DecidableEq n] {T : Matrix n n ℂ} (hT : T.IsHermitian)
    (g : n → E) {μ : ℂ} {x : n → ℂ} (hx : x ≠ 0) (h : dressedHopping T g *ᵥ x = μ • x) :
    ∃ p : n → ℝ, (∀ k, 0 ≤ p k) ∧ ∑ k, p k = 1 ∧
      μ = ((∑ k, p k * hT.eigenvalues k : ℝ) : ℂ) := by
  obtain ⟨U, hU, hTU⟩ := bare_band_resolution hT
  choose w hw0 hw using fun k => overlap_form_complex g (fun i => star (U i k) * x i)
  obtain ⟨N, hNdef⟩ : ∃ N : ℝ, N = ∑ i, ‖x i‖ ^ 2 := ⟨_, rfl⟩
  have hN : 0 < N := by
    obtain ⟨a, ha⟩ := Function.ne_iff.mp hx
    have ha' : 0 < ‖x a‖ := norm_pos_iff.mpr ha
    rw [hNdef]
    exact Finset.sum_pos' (fun i _ => by positivity) ⟨a, Finset.mem_univ a, by positivity⟩
  have hxx : ∀ i, star (x i) * x i = ((‖x i‖ ^ 2 : ℝ) : ℂ) := fun i => by
    rw [Complex.star_def, Complex.conj_mul', Complex.ofReal_pow]
  -- exchange the sum over bare levels with the sums over sites
  have hswap : ∀ c : n → ℂ, ∑ k, c k * (w k : ℂ) = ∑ i, ∑ j,
      star (x i) * (∑ k, c k * (U i k * star (U j k))) * x j * (overlap g i j : ℂ) := by
    intro c
    simp only [← hw, Finset.mul_sum]
    rw [Finset.sum_comm]
    refine Finset.sum_congr rfl fun i _ => ?_
    rw [Finset.sum_comm]
    refine Finset.sum_congr rfl fun j _ => ?_
    rw [Finset.sum_mul, Finset.sum_mul]
    refine Finset.sum_congr rfl fun k _ => ?_
    simp only [star_mul', star_star]
    ring
  -- the weights add up to `N`, the squared norm of the state
  have h1 : ∑ k, (w k : ℂ) = (N : ℂ) := by
    have hδ : ∀ i j, ∑ k, U i k * star (U j k) = (1 : Matrix n n ℂ) i j := by
      intro i j
      rw [← hU, Matrix.mul_apply]
      simp only [Matrix.star_apply]
    have h1 := hswap fun _ => 1
    simp only [one_mul, hδ] at h1
    rw [h1, hNdef, Complex.ofReal_sum]
    refine Finset.sum_congr rfl fun i _ => ?_
    rw [← hxx i, Finset.sum_eq_single i]
    · simp [overlap]
    · intro j _ hj
      simp [Matrix.one_apply_ne hj.symm]
    · simp
  -- the weighted bare levels add up to the dressed energy times `N`
  have h2 : ∑ k, (hT.eigenvalues k : ℂ) * (w k : ℂ) = μ * (N : ℂ) := by
    have hrow : ∀ i, ∑ j, T i j * (overlap g i j : ℂ) * x j = μ * x i := fun i => by
      simpa only [mulVec, dotProduct, dressedHopping, Matrix.of_apply, Pi.smul_apply,
        smul_eq_mul] using congrFun h i
    rw [hswap fun k => (hT.eigenvalues k : ℂ), hNdef, Complex.ofReal_sum, Finset.mul_sum]
    refine Finset.sum_congr rfl fun i _ => ?_
    calc _ = star (x i) * ∑ j, T i j * (overlap g i j : ℂ) * x j := by
          rw [Finset.mul_sum]
          exact Finset.sum_congr rfl fun j _ => by rw [← hTU i j]; ring
      _ = _ := by rw [hrow i, ← hxx i]; ring
  have h1' : ∑ k, w k = N := by exact_mod_cast h1
  have h2' : μ * (N : ℂ) = ((∑ k, hT.eigenvalues k * w k : ℝ) : ℂ) := by
    rw [← h2]
    push_cast
    rfl
  have hN' : (N : ℂ) ≠ 0 := Complex.ofReal_ne_zero.mpr hN.ne'
  refine ⟨fun k => w k / N, fun k => div_nonneg (hw0 k) hN.le, ?_, ?_⟩
  · rw [← Finset.sum_div, h1', div_self hN.ne']
  · have e : ∑ k, w k / N * hT.eigenvalues k = (∑ k, hT.eigenvalues k * w k) / N := by
      rw [Finset.sum_div]
      exact Finset.sum_congr rfl fun k _ => by ring
    rw [e, Complex.ofReal_div, ← h2', mul_div_cancel_right₀ _ hN']
```

Take a triangle with hopping −1 as an example. Its bare levels are −2, 1, 1. Let each site displace its own mode by a, so that ‖g_i − g_j‖² = 2a² for different sites, and choose a² = ln 2. Every off-diagonal overlap is then 1/2, and the dressed levels are −1, 1/2, 1/2. For the uniform state the weights come out as 2/3, 1/6, 1/6, and indeed

(2/3)·(−2) + (1/6)·1 + (1/6)·1 = −1.

An average lies between the smallest and the largest of the averaged numbers. The next theorem states this as Im μ = 0 together with two bare eigenvalues, one not above μ and one not below it. Its indices `i` and `j` label levels, not sites. The proof picks the lowest and highest bare levels and compares the sums term by term.

```lean
/-- The polaron band stays inside the bare band: for Hermitian `T`, every eigenvalue of the
dressed hopping matrix is real and lies between two eigenvalues of `T`. -/
theorem polaron_band_inside_bare_band [DecidableEq n] {T : Matrix n n ℂ}
    (hT : T.IsHermitian) (g : n → E) {μ : ℂ} {x : n → ℂ} (hx : x ≠ 0)
    (h : dressedHopping T g *ᵥ x = μ • x) :
    μ.im = 0 ∧ ∃ i j, hT.eigenvalues i ≤ μ.re ∧ μ.re ≤ hT.eigenvalues j := by
  obtain ⟨p, hp0, hp1, hμ⟩ := polaron_level_is_average hT g hx h
  obtain ⟨a, _⟩ := Function.ne_iff.mp hx
  have : Nonempty n := ⟨a⟩
  obtain ⟨i, hi⟩ := Finite.exists_min hT.eigenvalues
  obtain ⟨j, hj⟩ := Finite.exists_max hT.eigenvalues
  rw [hμ, Complex.ofReal_im, Complex.ofReal_re]
  refine ⟨rfl, i, j, ?_, ?_⟩
  · calc hT.eigenvalues i = ∑ k, p k * hT.eigenvalues i := by
          rw [← Finset.sum_mul, hp1, one_mul]
      _ ≤ _ := Finset.sum_le_sum fun k _ => mul_le_mul_of_nonneg_left (hi k) (hp0 k)
  · calc _ ≤ ∑ k, p k * hT.eigenvalues j :=
          Finset.sum_le_sum fun k _ => mul_le_mul_of_nonneg_left (hj k) (hp0 k)
      _ = hT.eigenvalues j := by rw [← Finset.sum_mul, hp1, one_mul]
```

The argument used only two properties of S: its form is non-negative and its diagonal is one. The overlaps ⟨φ_i|φ_j⟩ of any normalised lattice states φ_i have both, so the same reasoning, which I give here in prose alone, also confines the levels for anharmonic distortions or complex overlaps.

## The mean level and the two-site levels

Because S_ii = 1, dressing leaves Σ_i T_ii unchanged. The trace is the sum of the levels, so their mean stays where it was.

```lean
omit [InnerProductSpace ℝ E] in
/-- Dressing the hopping leaves the trace of the matrix unchanged. -/
theorem trace_dressedHopping (T : Matrix n n ℂ) (g : n → E) :
    (dressedHopping T g).trace = T.trace := by
  simp [Matrix.trace, dressedHopping, overlap]
```

For the two molecules of the opening, the dressed matrix has off-diagonal entries −tS, where S = `overlap g 0 1`. Acting on (1, 1) it gives −tS times that vector, and acting on (1, −1) it gives tS times that vector. The normalised states are (1, ±1)/√2. The proof checks both components of each equation, using the symmetry of the overlap.

```lean
omit [InnerProductSpace ℝ E] in
/-- For two sites with hopping `-t`, the even and odd combinations are eigenvectors of the dressed
matrix, with eigenvalues `-t * overlap g 0 1` and `t * overlap g 0 1` respectively. -/
theorem dimer_levels (t : ℝ) (g : Fin 2 → E) :
    dressedHopping !![0, -(t : ℂ); -(t : ℂ), 0] g *ᵥ ![1, 1]
        = (-(t : ℂ) * (overlap g 0 1 : ℂ)) • ![1, 1] ∧
      dressedHopping !![0, -(t : ℂ); -(t : ℂ), 0] g *ᵥ ![1, -1]
        = ((t : ℂ) * (overlap g 0 1 : ℂ)) • ![1, -1] := by
  constructor <;> ext i <;> fin_cases i <;>
    simp [dressedHopping, mulVec, dotProduct, Fin.sum_univ_two, overlap_comm g 1 0]

end

end PolaronBandNarrowing
```

```lean
#print axioms PolaronBandNarrowing.polaron_band_inside_bare_band
#print axioms PolaronBandNarrowing.trace_dressedHopping
#print axioms PolaronBandNarrowing.dimer_levels
```

```
'PolaronBandNarrowing.polaron_band_inside_bare_band' depends on axioms: [propext, Classical.choice, Quot.sound]
'PolaronBandNarrowing.trace_dressedHopping' depends on axioms: [propext, Classical.choice, Quot.sound]
'PolaronBandNarrowing.dimer_levels' depends on axioms: [propext, Classical.choice, Quot.sound]
```
